# Gauge covariance of the minimally coupled Schrödinger equation on a line

Two pairs of potentials can describe the same electric field. If the potentials are exchanged and the wave function is left alone, the predicted velocity of a charge generally changes although the field has not. If the wave function is changed as well, but momentum is still read off from $-i\partial_x$, the reported momentum density can depend on the choice of potentials.

For a charge $q$ of mass $m$ on a line, the first error is cured by giving the wave function a local phase, the second by using the kinetic momentum defined below. Let $A$ and $\phi$ be the real vector and scalar potentials, and $\chi$ a real gauge function. Under the differentiability conditions given below, $\psi$ solves the Schrödinger equation with $(A,\phi)$ exactly when $e^{iq\chi}\psi$ solves it with $(A+\partial_x\chi,\ \phi-\partial_t\chi)$. Units have $\hbar=1$, and any factor of $c$ is absorbed into $A$.

```lean
import Mathlib

open Complex
open scoped ComplexConjugate

namespace MinimalCoupling

noncomputable section
```

## Kinetic momentum and the local phase

At a fixed time the wave function is a complex function $f$ of position. Its kinetic momentum is

$$\pi_A f=-if'-qAf .$$

In Lean this is an operator that takes a function to a function, so it can be applied twice.

```lean
/-- The kinetic momentum `-i ∂ₓ - q A` of a charge `q` in the vector potential `A`,
acting on a wave function `f` of position. -/
def kineticMomentum (q : ℝ) (A : ℝ → ℝ) (f : ℝ → ℂ) (x : ℝ) : ℂ :=
  -I * deriv f x - q * A x * f x
```

The gauge change multiplies $f$ by a phase that varies with position, $f\mapsto e^{iq\chi}f$.

```lean
/-- The local phase change `f ↦ exp(i q χ) f`. -/
def rephase (q : ℝ) (χ : ℝ → ℝ) (f : ℝ → ℂ) (x : ℝ) : ℂ :=
  cexp (I * q * χ x) * f x
```

The equation of motion is

$$i\,\partial_t\psi=\frac{\pi_A^2\psi}{2m}+q\phi\psi .$$

Fields take time first, so `ψ t` is the whole state at time $t$. `Solves` demands the equation at every real $t$ and $x$. The physical reading needs $m\neq0$; Lean's division by zero gives the case $m=0$ a formal value only.

```lean
/-- The minimally coupled Schrödinger equation
`i ∂ₜψ = (-i ∂ₓ - q A)² ψ / 2m + q φ ψ` at all times `t` and positions `x`, for mass `m ≠ 0`. -/
def Solves (q m : ℝ) (A φ : ℝ → ℝ → ℝ) (ψ : ℝ → ℝ → ℂ) : Prop :=
  ∀ t x, I * deriv (fun s => ψ s x) t =
    kineticMomentum q (A t) (kineticMomentum q (A t) (ψ t)) x / (2 * m) + q * φ t x * ψ t x
```

Two densities are compared. The first, $\mathrm{Re}(f^*\pi_Af)$, is called `current`, although the textbook probability current is this quantity divided by $m$.

```lean
/-- The kinetic momentum density `Re(f* (-i ∂ₓ - q A) f)`, which is the mass times
the probability current. -/
def current (q : ℝ) (A : ℝ → ℝ) (f : ℝ → ℂ) (x : ℝ) : ℝ :=
  (conj (f x) * kineticMomentum q A f x).re
```

The second is the canonical density $\mathrm{Re}(f^*(-if'))$, which contains no potential. Neither definition requires $f$ to be normalised.

```lean
/-- The canonical momentum density `Re(f* (-i ∂ₓ) f)`. -/
def canonicalDensity (f : ℝ → ℂ) (x : ℝ) : ℝ :=
  (conj (f x) * (-I * deriv f x)).re
```

## The phase passes through the kinetic momentum

By the product and chain rules,

$$(e^{iq\chi}f)'=e^{iq\chi}\,(f'+iq\chi'f).$$

The lemma states this at a single point, for a function of one real variable. That variable may be position or time, and both uses occur below.

```lean
/-- Product rule for a local phase: where `χ` and `f` are differentiable, the derivative of
`exp(i q χ) f` is `exp(i q χ) (f' + i q χ' f)`. -/
theorem hasDerivAt_rephase {q : ℝ} {χ : ℝ → ℝ} {f : ℝ → ℂ} {x χ' : ℝ} {f' : ℂ}
    (hχ : HasDerivAt χ χ' x) (hf : HasDerivAt f f' x) :
    HasDerivAt (rephase q χ f) (cexp (I * q * χ x) * (f' + I * q * χ' * f x)) x := by
  have h1 : HasDerivAt (fun y => I * q * (χ y : ℂ)) (I * q * χ') x :=
    hχ.ofReal_comp.const_mul (I * q)
  have h2 := h1.cexp.fun_mul hf
  exact h2.congr_deriv (by ring)
```

Multiplying by $-i$ turns the extra term into $+q\chi'f$, which the shifted potential removes:

$$\pi_{A+\chi'}(e^{iq\chi}f)=e^{iq\chi}(-if'+q\chi'f-qAf-q\chi'f)=e^{iq\chi}\pi_Af .$$

In the proof, `linear_combination` with `I_sq` supplies the $i^2=-1$ in this cancellation.

```lean
/-- For differentiable `χ` and `f`, the kinetic momentum with potential `A + χ'` acts on
`exp(i q χ) f` as the one with potential `A` acts on `f`, up to the same phase. -/
theorem kineticMomentum_rephase {q : ℝ} {A χ : ℝ → ℝ} {f : ℝ → ℂ}
    (hχ : Differentiable ℝ χ) (hf : Differentiable ℝ f) :
    kineticMomentum q (fun x => A x + deriv χ x) (rephase q χ f) =
      rephase q χ (kineticMomentum q A f) := by
  funext x
  have h := (hasDerivAt_rephase (q := q) (hχ x).hasDerivAt (hf x).hasDerivAt).deriv
  simp only [kineticMomentum]
  rw [h]
  simp only [rephase, kineticMomentum, Complex.ofReal_add]
  -- the gradient of the phase cancels the shift of the potential
  linear_combination (-(q * (deriv χ x : ℝ) * cexp (I * q * χ x) * f x)) * I_sq
```

The equation contains $\pi_A^2$, so the rule must also be applied to $\pi_Af$, which therefore has to be differentiable. Its derivative is $-if''-q(A'f+Af')$, and it exists if $f$ is twice differentiable and $A$ once.

```lean
/-- If `A` is differentiable and `f` twice differentiable, then `(-i ∂ₓ - q A) f` is
differentiable. -/
theorem differentiable_kineticMomentum {q : ℝ} {A : ℝ → ℝ} {f : ℝ → ℂ}
    (hA : Differentiable ℝ A) (hf : Differentiable ℝ f) (hf' : Differentiable ℝ (deriv f)) :
    Differentiable ℝ (kineticMomentum q A f) := by
  intro x
  have hAc : DifferentiableAt ℝ (fun y => (A y : ℂ)) x :=
    (hA x).hasDerivAt.ofReal_comp.differentiableAt
  exact ((hf' x).const_mul (-I)).sub ((hAc.const_mul (q : ℂ)).mul (hf x))
```

## The equation in the new gauge

Two applications of the rule give $\pi_{A+\partial_x\chi}^2(e^{iq\chi}\psi)=e^{iq\chi}\pi_A^2\psi$. The product rule in time gives

$$i\,\partial_t(e^{iq\chi}\psi)=e^{iq\chi}(i\,\partial_t\psi-q\,\partial_t\chi\,\psi).$$

The transformed equation is therefore

$$e^{iq\chi}(i\,\partial_t\psi-q\,\partial_t\chi\,\psi)=e^{iq\chi}\left(\frac{\pi_A^2\psi}{2m}+q(\phi-\partial_t\chi)\psi\right).$$

The terms in $\partial_t\chi$ agree on both sides. What remains is the original equation times a phase that is never zero, and this gives both directions.

The hypotheses ask that $\psi$ be twice differentiable in $x$ and once in $t$, $A$ once in $x$, and $\chi$ once in each variable. Nothing is asked of $\phi$. The proof fixes $t$ and $x$, rewrites both sides as above, and cancels the phase with `mul_left_cancel₀`.

```lean
/-- Gauge covariance: `exp(i q χ) ψ` solves the Schrödinger equation with potentials
`A + ∂ₓχ` and `φ - ∂ₜχ` exactly when `ψ` solves it with `A` and `φ`. Here `ψ` is twice
differentiable in `x` and once in `t`, `A` is differentiable in `x`, and `χ` in `x` and in `t`. -/
theorem solves_gauge_iff {q m : ℝ} {A φ χ : ℝ → ℝ → ℝ} {ψ : ℝ → ℝ → ℂ}
    (hψt : ∀ x, Differentiable ℝ (fun t => ψ t x))
    (hψ : ∀ t, Differentiable ℝ (ψ t)) (hψ' : ∀ t, Differentiable ℝ (deriv (ψ t)))
    (hA : ∀ t, Differentiable ℝ (A t))
    (hχt : ∀ x, Differentiable ℝ (fun t => χ t x)) (hχ : ∀ t, Differentiable ℝ (χ t)) :
    Solves q m (fun t x => A t x + deriv (χ t) x)
        (fun t x => φ t x - deriv (fun s => χ s x) t) (fun t => rephase q (χ t) (ψ t)) ↔
      Solves q m A φ ψ := by
  simp only [Solves]
  refine forall_congr' fun t => forall_congr' fun x => ?_
  have ht : deriv (fun s => rephase q (χ s) (ψ s) x) t = cexp (I * q * χ t x) *
      (deriv (fun s => ψ s x) t + I * q * (deriv (fun s => χ s x) t : ℝ) * ψ t x) :=
    (hasDerivAt_rephase (q := q) (hχt x t).hasDerivAt (hψt x t).hasDerivAt).deriv
  -- move the phase through both factors of the kinetic momentum
  rw [ht, kineticMomentum_rephase (A := A t) (hχ t) (hψ t),
    kineticMomentum_rephase (A := A t) (hχ t)
      (differentiable_kineticMomentum (hA t) (hψ t) (hψ' t))]
  simp only [rephase, Complex.ofReal_sub]
  have he : cexp (I * q * χ t x) ≠ 0 := Complex.exp_ne_zero _
  -- the two equations differ by the nonzero phase
  constructor
  · intro h
    apply mul_left_cancel₀ he
    linear_combination h -
      (q * (deriv (fun s => χ s x) t : ℝ) * cexp (I * q * χ t x) * ψ t x) * I_sq
  · intro h
    linear_combination cexp (I * q * χ t x) * h +
      (q * (deriv (fun s => χ s x) t : ℝ) * cexp (I * q * χ t x) * ψ t x) * I_sq
```

## Which momentum density is invariant

Since $q\chi$ is real, $(e^{iq\chi})^*e^{iq\chi}=1$. A phase common to $f$ and $g$ thus drops out of $f^*g$.

```lean
/-- A common local phase drops out of the product `f* g`. -/
theorem conj_rephase_mul (q : ℝ) (χ : ℝ → ℝ) (f g : ℝ → ℂ) (x : ℝ) :
    conj (rephase q χ f x) * rephase q χ g x = conj (f x) * g x := by
  have h : conj (cexp (I * q * χ x)) * cexp (I * q * χ x) = 1 := by
    rw [← Complex.exp_conj, ← Complex.exp_add]
    simp
  simp only [rephase, map_mul]
  linear_combination (conj (f x) * g x) * h
```

With $g=\pi_Af$, the kinetic momentum density is unchanged:

$$\mathrm{Re}\big((e^{iq\chi}f)^*\,\pi_{A+\chi'}(e^{iq\chi}f)\big)=\mathrm{Re}(f^*\pi_Af).$$

The proof moves the phase through the operator and then cancels it.

```lean
/-- The kinetic momentum density is gauge invariant, for differentiable `χ` and `f`. -/
theorem current_gauge {q : ℝ} {A χ : ℝ → ℝ} {f : ℝ → ℂ}
    (hχ : Differentiable ℝ χ) (hf : Differentiable ℝ f) (x : ℝ) :
    current q (fun y => A y + deriv χ y) (rephase q χ f) x = current q A f x := by
  simp only [current]
  rw [kineticMomentum_rephase hχ hf, conj_rephase_mul]
```

The same argument with $g=\pi_A^2f$ shows that the kinetic energy density $\mathrm{Re}(f^*\pi_A^2f)/2m$ is invariant too, for $A$ and $\chi$ differentiable and $f$ twice differentiable.

The canonical density has no potential to absorb the gradient of the phase. From $-i(e^{iq\chi}f)'=e^{iq\chi}(-if'+q\chi'f)$ it follows that

$$\mathrm{Re}\big((e^{iq\chi}f)^*(-i)(e^{iq\chi}f)'\big)=\mathrm{Re}(f^*(-if'))+q\chi'|f|^2 .$$

In the proof, `h1` is the derivative and `h2` separates off the real term $q\chi'|f|^2$.

```lean
/-- Where `χ` and `f` are differentiable, the phase change `exp(i q χ)` shifts the canonical
momentum density by `q χ' |f|²`. -/
theorem canonicalDensity_gauge {q : ℝ} {χ : ℝ → ℝ} {f : ℝ → ℂ} {x : ℝ}
    (hχ : DifferentiableAt ℝ χ x) (hf : DifferentiableAt ℝ f x) :
    canonicalDensity (rephase q χ f) x =
      canonicalDensity f x + q * deriv χ x * ‖f x‖ ^ 2 := by
  have h1 : -I * deriv (rephase q χ f) x =
      rephase q χ (fun y => -I * deriv f y + q * deriv χ y * f y) x := by
    rw [(hasDerivAt_rephase (q := q) hχ.hasDerivAt hf.hasDerivAt).deriv]
    simp only [rephase]
    linear_combination (-(q * (deriv χ x : ℝ) * cexp (I * q * χ x) * f x)) * I_sq
  have h2 : conj (f x) * (-I * deriv f x + q * deriv χ x * f x) =
      conj (f x) * (-I * deriv f x) + ((q * deriv χ x * ‖f x‖ ^ 2 : ℝ) : ℂ) := by
    push_cast
    linear_combination (q * (deriv χ x : ℝ) : ℂ) * Complex.conj_mul' (f x)
  simp only [canonicalDensity]
  rw [h1, conj_rephase_mul, h2, Complex.add_re, Complex.ofReal_re]
```

If $q\neq0$ and $f(x)\neq0$, the shift vanishes at $x$ exactly when $\chi'(x)=0$.

```lean
/-- For a nonzero charge, at a point where `f` does not vanish and `χ` and `f` are
differentiable, the canonical momentum density is unchanged exactly when `χ' = 0` there. -/
theorem canonicalDensity_invariant_iff {q : ℝ} {χ : ℝ → ℝ} {f : ℝ → ℂ} {x : ℝ}
    (hq : q ≠ 0) (hfx : f x ≠ 0)
    (hχ : DifferentiableAt ℝ χ x) (hf : DifferentiableAt ℝ f x) :
    canonicalDensity (rephase q χ f) x = canonicalDensity f x ↔ deriv χ x = 0 := by
  rw [canonicalDensity_gauge hχ hf]
  simp [hq, hfx]
```

For numbers, take $q=-1$, $A=0.5$, $f=e^{2ix}$ and $\chi=3x$, so that $|f|^2=1$. This plane wave cannot be normalised on the line, so it is not itself a physical state, but it keeps the arithmetic short. The canonical density is $2$ and the kinetic one is $2+0.5=2.5$. After the gauge change the function is $e^{-ix}$ and the potential is $3.5$. The canonical density is now $-1$, shifted by $q\chi'|f|^2=-3$, while the kinetic one is $-1+3.5=2.5$ as before.

## From velocity gauge to length gauge

Let $A$ depend on time only, as in the long-wavelength approximation for light, and choose $\chi=-xA(t)$. Then $\partial_x\chi=-A$ and $\partial_t\chi=-xA'(t)$, so the new potentials are

$$A+\partial_x\chi=0,\qquad \phi-\partial_t\chi=\phi+xA'(t).$$

With the light field $E=-A'$, the added potential energy is $qxA'=-qxE$, the dipole coupling. The proof applies the general theorem to this $\chi$; `d1` and `d2` are the two derivatives.

```lean
/-- From velocity to length gauge: for a spatially uniform, differentiable `A(t)`, the function
`exp(-i q x A(t)) ψ` solves the equation with no vector potential and scalar potential
`φ + x A'(t)` exactly when `ψ` solves it with `A` and `φ`. Here `ψ` is twice differentiable
in `x` and once in `t`. -/
theorem length_gauge_iff {q m : ℝ} {A : ℝ → ℝ} {φ : ℝ → ℝ → ℝ} {ψ : ℝ → ℝ → ℂ}
    (hA : Differentiable ℝ A) (hψt : ∀ x, Differentiable ℝ (fun t => ψ t x))
    (hψ : ∀ t, Differentiable ℝ (ψ t)) (hψ' : ∀ t, Differentiable ℝ (deriv (ψ t))) :
    Solves q m (fun _ _ => 0) (fun t x => φ t x + x * deriv A t)
        (fun t => rephase q (fun x => -(x * A t)) (ψ t)) ↔
      Solves q m (fun t _ => A t) φ ψ := by
  -- the gauge function is χ = -x A(t)
  have h := solves_gauge_iff (q := q) (m := m) (A := fun t _ => A t) (φ := φ)
    (χ := fun t x => -(x * A t)) hψt hψ hψ' (fun t => by fun_prop)
    (fun x => by fun_prop) (fun t => by fun_prop)
  have d1 : ∀ t x : ℝ, deriv (fun y : ℝ => -(y * A t)) x = -A t := by
    intro t x
    have h1 : HasDerivAt (fun y : ℝ => -(y * A t)) (-(1 * A t)) x :=
      ((hasDerivAt_id' x).mul_const (A t)).fun_neg
    rw [h1.deriv, one_mul]
  have d2 : ∀ t x : ℝ, deriv (fun s : ℝ => -(x * A s)) t = -(x * deriv A t) := by
    intro t x
    exact ((hA t).hasDerivAt.const_mul x).fun_neg.deriv
  simp only [d1, d2, add_neg_cancel, sub_neg_eq_add] at h
  exact h

end

end MinimalCoupling
```

For a single charge on a line in a prescribed classical field, this relates the exact solutions in the two gauges: multiplying a velocity-gauge solution by the phase $e^{-iqxA(t)}$ gives a length-gauge solution. A simulation on a finite grid or in a finite basis solves the equation only approximately, so results from the two gauges can differ until they are converged. For two runs to describe the same physical state, their initial wave functions must be related by this phase as well, up to a constant phase factor.

```lean
#print axioms MinimalCoupling.solves_gauge_iff
-- 'MinimalCoupling.solves_gauge_iff' depends on axioms: [propext, Classical.choice, Quot.sound]
#print axioms MinimalCoupling.current_gauge
-- 'MinimalCoupling.current_gauge' depends on axioms: [propext, Classical.choice, Quot.sound]
#print axioms MinimalCoupling.canonicalDensity_invariant_iff
-- 'MinimalCoupling.canonicalDensity_invariant_iff' depends on axioms: [propext, Classical.choice, Quot.sound]
#print axioms MinimalCoupling.length_gauge_iff
-- 'MinimalCoupling.length_gauge_iff' depends on axioms: [propext, Classical.choice, Quot.sound]
```
